# The mixed-symmetry projector for three particles with m one-particle states has rank 2(m³ − m)/3

For complex functions of three coordinates, each running over m values, the operator M = (2 − c − c²)/3, with c the cyclic shift of the coordinates, is idempotent and has a range of dimension 2(m³ − m)/3. It is what remains of the identity when the symmetrizer and the antisymmetrizer are subtracted.

```lean
import Mathlib

open Equiv

namespace MixedSymmetryProjector

noncomputable section

/-- Complex functions of three particle coordinates, each taking values in `X`. -/
abbrev Wave (X : Type*) := (Fin 3 → X) → ℂ

/-- The operator that permutes the particle coordinates: `(P_s F)(x) = F(x ∘ s)`. -/
def relabel (X : Type*) (s : Perm (Fin 3)) : Module.End ℂ (Wave X) where
  toFun F := fun x => F (x ∘ s)
  map_add' _ _ := rfl
  map_smul' _ _ := rfl

/-- The cyclic shift `c` of the three coordinates. -/
def shift (X : Type*) : Module.End ℂ (Wave X) := relabel X (finRotate 3)

/-- The symmetrizer: the average over all six permutations. -/
def sym (X : Type*) : Module.End ℂ (Wave X) :=
  (1 / 6 : ℂ) • ∑ s : Perm (Fin 3), relabel X s

/-- The antisymmetrizer: the average over all six permutations, weighted by their signs. -/
def asym (X : Type*) : Module.End ℂ (Wave X) :=
  (1 / 6 : ℂ) • ∑ s : Perm (Fin 3), ((Perm.sign s : ℤ) : ℂ) • relabel X s

/-- The operator `M = (2 - c - c²) / 3`. -/
def mixed (X : Type*) : Module.End ℂ (Wave X) :=
  (1 / 3 : ℂ) • ((2 : ℂ) • 1 - shift X - shift X ^ 2)

variable (X : Type*)

/-- Successive permutations of the coordinates compose as in the permutation group. -/
theorem relabel_mul (s t : Perm (Fin 3)) :
    relabel X s * relabel X t = relabel X (s * t) := rfl

private theorem relabel_one : relabel X 1 = 1 := rfl

private theorem sum_perm {A : Type*} [AddCommMonoid A] (f : Perm (Fin 3) → A) :
    ∑ s, f s = f 1 + f (finRotate 3) + f (finRotate 3 * finRotate 3)
      + f (swap 0 1) + f (swap 0 2) + f (swap 1 2) := by
  have h : (Finset.univ : Finset (Perm (Fin 3))) =
      {1, finRotate 3, finRotate 3 * finRotate 3, swap 0 1, swap 0 2, swap 1 2} := by
    decide +kernel
  rw [h, Finset.sum_insert, Finset.sum_insert, Finset.sum_insert, Finset.sum_insert,
    Finset.sum_insert, Finset.sum_singleton]
  · abel
  all_goals decide +kernel

/-- The operator `M` is what remains of the identity after the symmetrizer and the
antisymmetrizer are subtracted. -/
theorem mixed_eq_one_sub_sym_sub_asym : mixed X = 1 - sym X - asym X := by
  have h1 : Perm.sign (finRotate 3) = 1 := by decide +kernel
  have h2 : Perm.sign (finRotate 3 * finRotate 3) = 1 := by decide +kernel
  have h3 : Perm.sign (swap (0 : Fin 3) 1) = -1 := by decide +kernel
  have h4 : Perm.sign (swap (0 : Fin 3) 2) = -1 := by decide +kernel
  have h5 : Perm.sign (swap (1 : Fin 3) 2) = -1 := by decide +kernel
  -- the three exchanges cancel between the two averages
  rw [mixed, sym, asym, sum_perm, sum_perm, h1, h2, h3, h4, h5, pow_two, shift,
    relabel_mul, relabel_one]
  simp only [Perm.sign_one, Units.val_one, Units.val_neg, Int.cast_one, Int.cast_neg]
  module

variable {X}

private theorem mixed_apply (F : Wave X) (x : Fin 3 → X) :
    mixed X F x =
      (2 * F x - F (x ∘ finRotate 3) - F ((x ∘ finRotate 3) ∘ finRotate 3)) / 3 := by
  rw [mixed, pow_two]
  change (1 / 3 : ℂ) *
    (2 * F x - F (x ∘ finRotate 3) - F ((x ∘ finRotate 3) ∘ finRotate 3)) = _
  ring

private theorem rot_cube (x : Fin 3 → X) :
    ((x ∘ finRotate 3) ∘ finRotate 3) ∘ finRotate 3 = x := by
  have h : ∀ i : Fin 3, finRotate 3 (finRotate 3 (finRotate 3 i)) = i := by decide +kernel
  exact funext fun i => congrArg x (h i)

variable (X)

/-- The operator `M` is idempotent. -/
theorem mixed_mul_self : mixed X * mixed X = mixed X := by
  refine LinearMap.ext fun F => funext fun x => ?_
  rw [Module.End.mul_apply]
  -- three cyclic shifts restore the configuration
  simp only [mixed_apply, rot_cube]
  ring

/-- The operator `M` commutes with every permutation of the three particles. -/
theorem mixed_comm_relabel (s : Perm (Fin 3)) :
    mixed X * relabel X s = relabel X s * mixed X := by
  have key : ∀ s : Perm (Fin 3),
      (finRotate 3 * s = s * finRotate 3 ∧
        finRotate 3 * finRotate 3 * s = s * (finRotate 3 * finRotate 3)) ∨
      (finRotate 3 * s = s * (finRotate 3 * finRotate 3) ∧
        finRotate 3 * finRotate 3 * s = s * finRotate 3) := by decide +kernel
  simp only [mixed, pow_two, shift, relabel_mul, smul_mul_assoc, mul_smul_comm,
    sub_mul, mul_sub, one_mul, mul_one]
  -- even permutations keep the two cyclic shifts, odd ones interchange them
  rcases key s with ⟨h1, h2⟩ | ⟨h1, h2⟩
  · rw [h1, h2]
  · rw [h1, h2]
    module

variable {X}

/-- `M` annihilates exactly the functions that are unchanged by the cyclic shift. -/
theorem mixed_eq_zero_iff (F : Wave X) : mixed X F = 0 ↔ shift X F = F := by
  constructor
  · intro h
    funext x
    have h0 := congrFun h x
    have h1 := congrFun h (x ∘ finRotate 3)
    rw [mixed_apply, Pi.zero_apply] at h0 h1
    rw [rot_cube] at h1
    change F (x ∘ finRotate 3) = F x
    linear_combination h1 - h0
  · intro h
    have h' : ∀ x, F (x ∘ finRotate 3) = F x := fun x => congrFun h x
    funext x
    rw [mixed_apply, h' (x ∘ finRotate 3), h' x, Pi.zero_apply]
    ring

/-- A function lies in the range of `M` exactly when the sum of its three cyclic shifts
vanishes. -/
theorem mem_range_mixed_iff (F : Wave X) :
    F ∈ LinearMap.range (mixed X) ↔ F + shift X F + shift X (shift X F) = 0 := by
  constructor
  · rintro ⟨G, rfl⟩
    funext x
    change mixed X G x + mixed X G (x ∘ finRotate 3)
      + mixed X G ((x ∘ finRotate 3) ∘ finRotate 3) = 0
    simp only [mixed_apply, rot_cube]
    ring
  · intro h
    refine ⟨F, funext fun x => ?_⟩
    have hx : F x + F (x ∘ finRotate 3) + F ((x ∘ finRotate 3) ∘ finRotate 3) = 0 :=
      congrFun h x
    rw [mixed_apply]
    linear_combination (-1 / 3 : ℂ) * hx

private theorem rot_two_fixed (x : Fin 3 → X) :
    x = (x ∘ finRotate 3) ∘ finRotate 3 ↔ x ∘ finRotate 3 = x := by
  constructor
  · intro h
    have h3 := rot_cube x
    rwa [← h] at h3
  · intro h
    rw [h, h]

private theorem rot_fixed (x : Fin 3 → X) :
    x ∘ finRotate 3 = x ↔ ∃ a : X, (fun _ => a) = x := by
  constructor
  · intro h
    have h0 : x (finRotate 3 0) = x 0 := congrFun h 0
    have h1 : x (finRotate 3 1) = x 1 := congrFun h 1
    rw [show finRotate 3 0 = 1 by decide +kernel] at h0
    rw [show finRotate 3 1 = 2 by decide +kernel] at h1
    refine ⟨x 0, funext fun i => ?_⟩
    fin_cases i
    · rfl
    · exact h0.symm
    · exact (h1.trans h0).symm
  · rintro ⟨a, rfl⟩
    rfl

variable (X)

/-- For `m` one-particle states, the trace of `M` is `2 (m³ - m) / 3`. -/
theorem trace_mixed [Fintype X] :
    LinearMap.trace ℂ (Wave X) (mixed X) =
      2 * ((Fintype.card X : ℂ) ^ 3 - Fintype.card X) / 3 := by
  classical
  -- a configuration contributes 2/3 unless its three coordinates coincide
  have diag : ∀ x : Fin 3 → X, mixed X (Pi.single x 1) x =
      2 / 3 * (1 - if x ∘ finRotate 3 = x then (1 : ℂ) else 0) := by
    intro x
    have e := rot_two_fixed x
    rw [eq_comm] at e
    rw [mixed_apply, Pi.single_eq_same, Pi.single_apply, Pi.single_apply]
    by_cases h : x ∘ finRotate 3 = x
    · rw [if_pos h, if_pos (e.mpr h)]
      norm_num
    · rw [if_neg h, if_neg (fun h' => h (e.mp h'))]
      norm_num
  have count : (Finset.univ.filter fun x : Fin 3 → X => x ∘ finRotate 3 = x).card
      = Fintype.card X := by
    have himg : (Finset.univ.filter fun x : Fin 3 → X => x ∘ finRotate 3 = x)
        = Finset.univ.image (fun (a : X) (_ : Fin 3) => a) := by
      ext x
      simp only [Finset.mem_filter, Finset.mem_univ, true_and, Finset.mem_image]
      exact rot_fixed x
    rw [himg, Finset.card_image_of_injective _ (fun a b h => congrFun h 0),
      Finset.card_univ]
  have total : (∑ _x : Fin 3 → X, (1 : ℂ)) = (Fintype.card X : ℂ) ^ 3 := by simp
  have tr : LinearMap.trace ℂ (Wave X) (mixed X) =
      ∑ x : Fin 3 → X, mixed X (Pi.single x 1) x := by
    rw [LinearMap.trace_eq_matrix_trace ℂ (Pi.basisFun ℂ (Fin 3 → X)), Matrix.trace]
    refine Finset.sum_congr rfl fun x _ => ?_
    rw [Matrix.diag_apply, LinearMap.toMatrix_apply, Pi.basisFun_repr, Pi.basisFun_apply]
  rw [tr, Finset.sum_congr rfl (fun x _ => diag x), ← Finset.mul_sum,
    Finset.sum_sub_distrib, Finset.sum_boole, count, total]
  ring

/-- For `m` one-particle states, the range of `M` has dimension `2 (m³ - m) / 3`. -/
theorem finrank_range_mixed [Fintype X] :
    (Module.finrank ℂ (LinearMap.range (mixed X)) : ℚ) =
      2 * ((Fintype.card X : ℚ) ^ 3 - Fintype.card X) / 3 := by
  have proj : LinearMap.IsProj (LinearMap.range (mixed X)) (mixed X) := by
    refine ⟨fun F => LinearMap.mem_range_self _ F, ?_⟩
    rintro _ ⟨G, rfl⟩
    exact LinearMap.congr_fun (mixed_mul_self X) G
  -- the rank of an idempotent is its trace
  have h := proj.trace.symm.trans (trace_mixed X)
  apply Rat.cast_injective (α := ℂ)
  push_cast
  exact h

/-- For three particles with two one-particle states, the range of `M` has dimension four. -/
theorem finrank_range_mixed_two :
    Module.finrank ℂ (LinearMap.range (mixed (Fin 2))) = 4 := by
  have h := finrank_range_mixed (Fin 2)
  rw [Fintype.card_fin] at h
  have h4 : (Module.finrank ℂ (LinearMap.range (mixed (Fin 2))) : ℚ) = 4 := by
    rw [h]
    norm_num
  exact_mod_cast h4

end

end MixedSymmetryProjector
```

```lean
#print axioms MixedSymmetryProjector.mixed_comm_relabel
-- 'MixedSymmetryProjector.mixed_comm_relabel' depends on axioms: [propext, Classical.choice, Quot.sound]
#print axioms MixedSymmetryProjector.mixed_eq_zero_iff
-- 'MixedSymmetryProjector.mixed_eq_zero_iff' depends on axioms: [propext, Classical.choice, Quot.sound]
#print axioms MixedSymmetryProjector.mem_range_mixed_iff
-- 'MixedSymmetryProjector.mem_range_mixed_iff' depends on axioms: [propext, Classical.choice, Quot.sound]
#print axioms MixedSymmetryProjector.finrank_range_mixed_two
-- 'MixedSymmetryProjector.finrank_range_mixed_two' depends on axioms: [propext, Classical.choice, Quot.sound]
```

## The part that is neither symmetric nor antisymmetric

Every function of two particle coordinates is the sum of a symmetric and an antisymmetric one. For three particles this fails as soon as there are two one-particle states, and M extracts the part left over.

This part matters when space and spin are treated separately. The complete wave function of three electrons is antisymmetric under exchanges of space and spin together. In general it is a sum of products of spatial and spin functions, and the factors in these products need not be antisymmetric on their own. Three spins ½ span 8 dimensions, of which the totally symmetric quartet takes 4. No nonzero antisymmetric function of three two-valued coordinates exists, so the other 4 dimensions, two spin doublets, have mixed symmetry. If a doublet wave function of three electrons is expanded in two linearly independent doublet spin functions with the same z component of the spin, the two spatial coefficient functions lie in the range of M. For m orbitals this range has dimension 2(m³ − m)/3, which is twice the number of linearly independent doublet states with a given z component of the spin, because each such state involves two spatial functions.

## Operators and conventions

A configuration is a map x from the labels 0, 1, 2 to the set X, written (x₀, x₁, x₂). The type `Wave X` contains all complex functions F of such configurations, and `Module.End ℂ (Wave X)` contains the linear operators on them, with composition as the product. A permutation s acts through `relabel` as

(P_s F)(x) = F(x ∘ s).

The permutation `finRotate 3` sends 0 to 1, 1 to 2 and 2 to 0, so `shift`, the operator c, acts as

(cF)(x₀, x₁, x₂) = F(x₁, x₂, x₀).

A text that shifts in the other direction has c² in place of c, which leaves M unchanged. The operators `sym` and `asym`, written Sym and Asym below, carry the prefactor 1/6. Some texts define the antisymmetrizer with 1/√6, and that operator is not idempotent when X has at least three elements (with fewer, it is zero).

The algebraic theorems hold for any X, finite or not. The trace and the dimension require `[Fintype X]`, and m is then `Fintype.card X`. The dimension formula is stated in rational numbers, because subtraction and division of natural numbers in Lean are truncated. No inner product enters, so M is a projector in the algebraic sense.

The step from this model to a physical system is the reading of F(x) as the coefficient of a spatial or spin function of three particles in a product basis built from m orthonormal orbitals or spin states. A nonzero function in the range of M is not by itself a complete wave function of three identical particles, since that must be symmetric or antisymmetric. No Hamiltonian appears.

## M from the two averages

Write E₀₁, E₀₂, E₁₂ for the three exchanges. Then

Sym = (1 + c + c² + E₀₁ + E₀₂ + E₁₂)/6
Asym = (1 + c + c² − E₀₁ − E₀₂ − E₁₂)/6.

The exchanges cancel in the sum, which leaves

Sym + Asym = (1 + c + c²)/3
1 − Sym − Asym = (2 − c − c²)/3 = M.

In Lean, `sum_perm` writes a sum over all permutations as six explicit terms, after `decide +kernel` has checked that the list is complete and free of repetitions. The theorem `mixed_eq_one_sub_sym_sub_asym` inserts the six signs, and `module` collects the coefficients.

## Idempotence and relabelling

Three cyclic shifts restore every configuration, so c³ = 1 and c⁴ = c. Hence

(2 − c − c²)² = 4 − 4c − 3c² + 2c³ + c⁴ = 6 − 3c − 3c²,

and division by 9 gives M² = M. The proof of `mixed_mul_self` does this at a single configuration: `mixed_apply` gives the value of MF there, `rot_cube` supplies c³ = 1, and `ring` finishes.

M also commutes with every P_s. An even permutation commutes with c and c². An odd one interchanges them:

c P_s = P_s c² and c² P_s = P_s c.

Either way c + c² commutes with P_s, and so does M. In `mixed_comm_relabel` the statement `key` checks this alternative for all six permutations. Relabelling the particles therefore maps the range of M into itself.

## What M annihilates and what it keeps

Suppose MF = 0. This equation and its cyclic shift read

2F − cF − c²F = 0
2cF − c²F − F = 0.

Subtracting the first from the second gives 3cF − 3F = 0, so cF = F. Conversely, cF = F implies c²F = F and MF = (2 − 1 − 1)F/3 = 0. This is `mixed_eq_zero_iff`, where `linear_combination h1 - h0` is the subtraction. Symmetric and antisymmetric functions both satisfy cF = F, since a cyclic shift is an even permutation.

For the range, take F = MG. Because (1 + c + c²)c = 1 + c + c²,

(1 + c + c²)(2 − c − c²) = (2 − 1 − 1)(1 + c + c²) = 0,

so F + cF + c²F = 0. Conversely, if this sum vanishes, then cF + c²F = −F and

MF = (2F + F)/3 = F,

which puts F in the range. The proof of `mem_range_mixed_iff` likewise uses F as its own preimage.

## Counting the dimension by a trace

An idempotent acts as 1 on its range and as 0 on its kernel, and the two together span the space. Its trace is therefore the dimension of its range.

For the trace, let δ_x be the function that is 1 at the configuration x and 0 elsewhere; in Lean it is `Pi.single x 1`. Write r for `finRotate 3`. The diagonal element of M at x is

(M δ_x)(x) = (2 − [x ∘ r = x] − [x ∘ r² = x])/3,

where a bracket is 1 if the equation in it holds and 0 otherwise. The two brackets agree. If one shift fixes x, so do two; if two shifts fix x, a third gives x ∘ r = x ∘ r³ = x. This is `rot_two_fixed`. The diagonal element is thus 0 when the shift fixes x and 2/3 when it does not.

The shift fixes x exactly when x₁ = x₀ and x₂ = x₁, that is, when all three coordinates coincide (`rot_fixed`). There are m such configurations among m³, so

tr M = (2/3)(m³ − m).

In `trace_mixed` the steps `diag` and `count` establish the diagonal elements and the number of fixed configurations, and `tr` writes the trace as the diagonal sum. The theorem `finrank_range_mixed` then uses idempotence to identify trace and dimension. For m = 0 and m = 1 the formula gives 0; for m = 2 it gives 4, which is `finrank_range_mixed_two`.

## One spin down among three

Let X = {0, 1}, with 0 for spin up and 1 for spin down, and let F be 1 at (0,0,1) and 0 elsewhere. Then cF is concentrated at (1,0,0) and c²F at (0,1,0), so G = MF has the values

G(0,0,1) = 2/3, G(1,0,0) = −1/3, G(0,1,0) = −1/3.

They add up to zero, as the range condition requires. A second application changes nothing; at (0,0,1), for instance,

(2 · 2/3 + 1/3 + 1/3)/3 = 2/3.

Normalised, the three components are 2/√6, −1/√6 and −1/√6, a doublet spin function. The functions on these three configurations whose values sum to zero form a two-dimensional space. The configurations with two spins down give two more dimensions, and (0,0,0) and (1,1,1) give none, for a total of 4.

## Infinitely many one-particle states

The dimension formula needs a finite X. For X = ℕ, the functions M δ_x with x = (0,0,n) and n = 1, 2, 3, … are nonzero and have disjoint supports. They are linearly independent, so the range of M has infinite dimension. The identity M² = M and the descriptions of kernel and range still hold there.
